# The Interior Norm Sets the Energy Slope of the Discrete Logarithmic Derivative of a Hermitian Lattice Sphere

When a norm-conserving pseudopotential is generated, the pseudo wave function is given the same norm inside the core radius as the all-electron one, at a chosen reference energy. When the two functions also match in value and slope at the core radius, this constraint makes their logarithmic derivatives there agree to first order in energy, so that the pseudo-atom reproduces the scattering at the reference energy and, to first order, near it. The relation between norm and slope is derived here for a non-interacting electron on a finite lattice sphere with one boundary site. On a uniform radial grid this describes a single angular momentum channel, with the amplitude on each site standing for $r$ times the radial wave function. The potential may be nonlocal, which allows the Kleinman-Bylander form.

## From the Green column to the slope

Let $H$ be a Hermitian matrix on the sites of the sphere. The boundary site $N$ is coupled by a real hopping $t$ to an outer site with amplitude $b$. An interior solution $\varphi$ at energy $E$ satisfies

$$H\varphi - t\,b\,e_N = E\varphi ,$$

where $e_N$ is the unit vector on site $N$. If $E$ is not an eigenvalue of $H$, put $G(E)=(H-E)^{-1}$. Then

$$\varphi_i = t\,b\,G_{iN}(E).$$

If $\varphi_N\neq0$, then $t$, $b$ and $G_{NN}$ are all nonzero, and the matching ratio is

$$R(E)=\frac{b}{\varphi_N}=\frac{1}{t\,G_{NN}(E)} .$$

With lattice spacing $a$, the forward-difference logarithmic derivative is $(R-1)/a$, so $R$ carries the same information.

For the slope at $E_0$, sandwich $(H-E_0)-(H-E)=E-E_0$ between $G(E)$ and $G(E_0)$:

$$G(E)-G(E_0)=(E-E_0)\,G(E)\,G(E_0).$$

Dividing by $E-E_0$ and letting $E\to E_0$ gives $G'(E_0)=G(E_0)^2$, because the inverse is continuous. At real energy $G$ is Hermitian, so $G_{Ni}=\overline{G_{iN}}$. Hence $(G^2)_{NN}=\sum_i|G_{iN}|^2$, and $G_{NN}$ is real. The quotient rule yields

$$R'(E_0)=-\frac{(G^2)_{NN}}{t\,G_{NN}^2}=-\frac{\sum_i|G_{iN}|^2}{t\,|G_{NN}|^2}=-\frac{\sum_i|\varphi_i|^2}{t\,|\varphi_N|^2}.$$

The factor $|tb|^2$ cancels in the last step, so any normalisation of $\varphi$ will do.

For a single site, $H=(h)$ gives $R(E)=(h-E)/t$. Its slope is $-1/t$, as the formula says when the boundary site is the whole sphere.

Stopping before the limit gives a neighbouring formula for two energies. If $\eta$ is an interior solution at $E$ and $\varphi$ one at $E_0$, both energies avoid the eigenvalues of $H$, and both boundary amplitudes are nonzero, then

$$R(E)-R(E_0)=-(E-E_0)\,\frac{\sum_i\overline{\eta_i}\,\varphi_i}{t\,\overline{\eta_N}\,\varphi_N}.$$

The code below treats only the derivative, not this finite difference.

## The sphere, its solutions and the projector

The finite types `n` and `m` are the site sets of two spheres, which may differ in size.

```lean
import Mathlib

open Matrix Filter Topology

namespace NonlocalSphere

noncomputable section

variable {n m : Type*} [Fintype n] [DecidableEq n] [Fintype m] [DecidableEq m]
```

The Green matrix takes a real energy. In the theorems, "$E$ is not an eigenvalue" is the condition that the determinant of $H-E$ is nonzero.

```lean
/-- The Green matrix `G(E) = (H - E)⁻¹` of the sphere, for `E` not an eigenvalue of `H`. -/
def green (H : Matrix n n ℂ) (E : ℝ) : Matrix n n ℂ := (H - (E : ℂ) • 1)⁻¹
```

The matching ratio is defined through $G_{NN}$; its meaning as $b/\varphi_N$ is proved later.

```lean
/-- The matching ratio `1 / (t G_NN(E))` at the boundary site `N`, for `t ≠ 0`, `E` not an
eigenvalue of `H`, and `G_NN(E) ≠ 0`. -/
def matchingRatio (H : Matrix n n ℂ) (N : n) (t E : ℝ) : ℂ := 1 / ((t : ℂ) * green H E N N)
```

The wave equation fixes the sign convention: the hopping enters as $-t$. `Pi.single N` places the source $tb$ on the boundary site alone.

```lean
/-- The wave equation `H φ - t b e_N = E φ` inside the sphere, where the boundary site `N` is
coupled by the hopping `t` to an outer site with amplitude `b`. -/
def IsInteriorSolution (H : Matrix n n ℂ) (N : n) (t E : ℝ) (φ : n → ℂ) (b : ℂ) : Prop :=
  H *ᵥ φ - Pi.single N ((t : ℂ) * b) = (E : ℂ) • φ
```

The Kleinman-Bylander operator is $V|\varphi\rangle\langle\varphi|V/\langle\varphi|V|\varphi\rangle$. In Lean, `vecMulVec` forms the outer product and `star` supplies the complex conjugate.

```lean
/-- The Kleinman-Bylander operator `V|φ⟩⟨φ|V / ⟨φ|V|φ⟩` of a Hermitian potential `V`,
for `⟨φ|V|φ⟩ ≠ 0`. -/
def kbPotential (V : Matrix n n ℂ) (φ : n → ℂ) : Matrix n n ℂ :=
  (star φ ⬝ᵥ V *ᵥ φ)⁻¹ • vecMulVec (V *ᵥ φ) (star (V *ᵥ φ))
```

## Solutions as multiples of the Green column

A matrix acting on a source at one site returns the corresponding column.

```lean
/-- A matrix applied to a source on the single site `N` gives its `N`-th column times the source. -/
theorem mulVec_site (M : Matrix n n ℂ) (N i : n) (c : ℂ) :
    (M *ᵥ Pi.single N c) i = M i N * c := by
  simp [Matrix.mulVec, dotProduct, Pi.single_apply]
```

The Green column $G(E)e_N$ is therefore itself an interior solution, with $b=1/t$. For this choice, $\varphi_N\neq0$ means $G_{NN}\neq0$.

```lean
/-- For `t ≠ 0` and `E` not an eigenvalue of `H`, the Green column `G(E) e_N` is an interior
solution with outer amplitude `1 / t`. -/
theorem green_column_isInteriorSolution {H : Matrix n n ℂ} {N : n} {t E : ℝ} (ht : t ≠ 0)
    (hE : (H - (E : ℂ) • 1).det ≠ 0) :
    IsInteriorSolution H N t E (fun i => green H E i N) (1 / (t : ℂ)) := by
  have e : (fun i => green H E i N) = green H E *ᵥ Pi.single N 1 :=
    funext fun i => by rw [mulVec_site, mul_one]
  have h : (H - (E : ℂ) • 1) *ᵥ (fun i => green H E i N) = Pi.single N 1 := by
    rw [e, Matrix.mulVec_mulVec, green, Matrix.mul_nonsing_inv _ (isUnit_iff_ne_zero.mpr hE),
      Matrix.one_mulVec]
  rw [Matrix.sub_mulVec, Matrix.smul_mulVec, Matrix.one_mulVec] at h
  unfold IsInteriorSolution
  rw [mul_one_div_cancel (Complex.ofReal_ne_zero.mpr ht), ← h, sub_sub_cancel]
```

Conversely, multiplying the wave equation by $G(E)$ shows that every interior solution is $tb$ times that column.

```lean
/-- If `E` is not an eigenvalue of `H`, every interior solution is `t b` times the Green column. -/
theorem interior_eq_green {H : Matrix n n ℂ} {N : n} {t E : ℝ} {φ : n → ℂ} {b : ℂ}
    (hE : (H - (E : ℂ) • 1).det ≠ 0) (h : IsInteriorSolution H N t E φ b) (i : n) :
    φ i = (t : ℂ) * b * green H E i N := by
  have h1 : (H - (E : ℂ) • 1) *ᵥ φ = Pi.single N ((t : ℂ) * b) := by
    unfold IsInteriorSolution at h
    rw [Matrix.sub_mulVec, Matrix.smul_mulVec, Matrix.one_mulVec, ← h, sub_sub_cancel]
  have h2 : φ = green H E *ᵥ Pi.single N ((t : ℂ) * b) := by
    rw [← h1, Matrix.mulVec_mulVec, green,
      Matrix.nonsing_inv_mul _ (isUnit_iff_ne_zero.mpr hE), Matrix.one_mulVec]
  rw [congrFun h2 i, mulVec_site, mul_comm]
```

The ratio follows by division. The theorem also returns `t ≠ 0`, which the hypothesis $\varphi_N\neq0$ forces, so the later results need not assume it.

```lean
/-- If `E` is not an eigenvalue of `H` and `φ` is an interior solution at `E` with `φ_N ≠ 0`, the
hopping is nonzero and the ratio of outer to boundary amplitude is `1 / (t G_NN(E))`. -/
theorem amplitude_ratio {H : Matrix n n ℂ} {N : n} {t E : ℝ} {φ : n → ℂ} {b : ℂ}
    (hE : (H - (E : ℂ) • 1).det ≠ 0) (h : IsInteriorSolution H N t E φ b) (hN : φ N ≠ 0) :
    t ≠ 0 ∧ b / φ N = matchingRatio H N t E := by
  have hp := hN
  rw [interior_eq_green hE h N] at hp
  have hg := right_ne_zero_of_mul hp
  have hb := right_ne_zero_of_mul (left_ne_zero_of_mul hp)
  have ht := left_ne_zero_of_mul (left_ne_zero_of_mul hp)
  refine ⟨Complex.ofReal_ne_zero.mp ht, ?_⟩
  rw [interior_eq_green hE h N, matchingRatio, div_eq_div_iff hp (mul_ne_zero ht hg)]
  ring
```

## The derivative of the Green matrix

The proof follows the resolvent argument entry by entry. Continuity of the inverse comes from writing it as the adjugate divided by the determinant. Continuity of the determinant keeps it nonzero for $E$ near $E_0$, where `h3` becomes the resolvent identity. The difference quotient then equals an entry of $G(E)G(E_0)$, whose limit is the required entry of $G(E_0)^2$.

```lean
/-- Away from the eigenvalues of `H`, the energy derivative of the Green matrix is its square. -/
theorem green_hasDerivAt {H : Matrix n n ℂ} {E₀ : ℝ}
    (hE : (H - (E₀ : ℂ) • 1).det ≠ 0) (i j : n) :
    HasDerivAt (fun E : ℝ => green H E i j) ((green H E₀ * green H E₀) i j) E₀ := by
  have hc : Continuous fun E : ℝ => H - (E : ℂ) • (1 : Matrix n n ℂ) :=
    continuous_const.sub (Complex.continuous_ofReal.smul continuous_const)
  have hd : ContinuousAt (fun E : ℝ => (H - (E : ℂ) • (1 : Matrix n n ℂ)).det) E₀ :=
    hc.matrix_det.continuousAt
  have hG : ContinuousAt (fun E : ℝ => green H E) E₀ := by
    simp only [green, Matrix.inv_def, Ring.inverse_eq_inv']
    exact (hd.inv₀ hE).smul hc.matrix_adjugate.continuousAt
  have hm : Continuous fun M : Matrix n n ℂ => (M * green H E₀) i j :=
    (continuous_id.matrix_mul continuous_const).matrix_elem i j
  rw [hasDerivAt_iff_tendsto_slope]
  refine (((hm.tendsto _).comp hG).mono_left nhdsWithin_le_nhds).congr' ?_
  filter_upwards [self_mem_nhdsWithin, nhdsWithin_le_nhds (hd.eventually_ne hE)] with E hne hE'
  have h0 : E ≠ E₀ := hne
  have h0' : (E : ℂ) - E₀ ≠ 0 := sub_ne_zero.mpr (by exact_mod_cast h0)
  -- resolvent identity G(E) - G(E₀) = (E - E₀) G(E) G(E₀)
  have h1 : green H E * (H - (E : ℂ) • 1) = 1 :=
    Matrix.nonsing_inv_mul _ (isUnit_iff_ne_zero.mpr hE')
  have h2 : (H - (E₀ : ℂ) • 1) * green H E₀ = 1 :=
    Matrix.mul_nonsing_inv _ (isUnit_iff_ne_zero.mpr hE)
  have key : ∀ X Y A B : Matrix n n ℂ, X * (B * Y) - (X * A) * Y = X * (B - A) * Y := by
    intros; noncomm_ring
  have h3 := key (green H E) (green H E₀) (H - (E : ℂ) • 1) (H - (E₀ : ℂ) • 1)
  have h4 : (H - (E₀ : ℂ) • 1) - (H - (E : ℂ) • 1)
      = ((E : ℂ) - E₀) • (1 : Matrix n n ℂ) := by module
  rw [h1, h2, h4, mul_one, one_mul, mul_smul_comm, mul_one, smul_mul_assoc] at h3
  have h5 := congrFun (congrFun h3 i) j
  simp only [Matrix.sub_apply, Matrix.smul_apply, smul_eq_mul] at h5
  simp only [slope_def_module, Function.comp_apply]
  rw [h5, Complex.real_smul, Complex.ofReal_inv, Complex.ofReal_sub, inv_mul_cancel_left₀ h0']
```

## The slope formula

`HasDerivAt` says that the ratio is differentiable at $E_0$ and gives the value of the derivative, a real number regarded as complex. The squared norm is written as the sum `∑ i, ‖φ i‖ ^ 2`, the usual quantum-mechanical one. The matrix $H$ does not depend on energy, and the sign of $t$ is free; for $t>0$ the slope is negative.

In the proof, `hG` is the Hermiticity of $G$, `hGG` turns $(G^2)_{NN}$ into a sum of squares, `hS` extracts the factor $|tb|^2$, and `hder` is the quotient rule. The remaining algebra cancels the normalisation.

```lean
/-- For Hermitian `H`, `E₀` not an eigenvalue and `φ_N ≠ 0`, the matching ratio has energy
derivative `-‖φ‖² / (t |φ_N|²)` at `E₀`, with `φ` an interior solution at `E₀`. -/
theorem matchingRatio_hasDerivAt {H : Matrix n n ℂ} {N : n} {t E₀ : ℝ} {φ : n → ℂ} {b : ℂ}
    (hH : H.IsHermitian) (hE : (H - (E₀ : ℂ) • 1).det ≠ 0)
    (h : IsInteriorSolution H N t E₀ φ b) (hN : φ N ≠ 0) :
    HasDerivAt (matchingRatio H N t)
      ((-(∑ i, ‖φ i‖ ^ 2) / (t * ‖φ N‖ ^ 2) : ℝ) : ℂ) E₀ := by
  have hφ := interior_eq_green hE h
  have hp := hN
  rw [hφ N] at hp
  have hg := right_ne_zero_of_mul hp
  have hk := norm_ne_zero_iff.mpr (left_ne_zero_of_mul hp)
  have ht := (amplitude_ratio hE h hN).1
  have htc : (t : ℂ) ≠ 0 := Complex.ofReal_ne_zero.mpr ht
  have hng := norm_ne_zero_iff.mpr hg
  -- the Green matrix is Hermitian at real energy
  have hG : (green H E₀)ᴴ = green H E₀ := by
    rw [green, Matrix.conjTranspose_nonsing_inv, Matrix.conjTranspose_sub,
      Matrix.conjTranspose_smul, Matrix.conjTranspose_one, hH.eq, Complex.star_def,
      Complex.conj_ofReal]
  have hs : ∀ i, green H E₀ N i * green H E₀ i N = ((‖green H E₀ i N‖ ^ 2 : ℝ) : ℂ) := by
    intro i
    have hi : green H E₀ N i = star (green H E₀ i N) := (congrFun (congrFun hG N) i).symm
    rw [hi, Complex.star_def, Complex.conj_mul', Complex.ofReal_pow]
  have hGG : (green H E₀ * green H E₀) N N = ((∑ i, ‖green H E₀ i N‖ ^ 2 : ℝ) : ℂ) := by
    rw [Matrix.mul_apply, Complex.ofReal_sum]
    exact Finset.sum_congr rfl fun i _ => hs i
  -- the normalisation of φ cancels
  have hS : ∑ i, ‖φ i‖ ^ 2 = ‖(t : ℂ) * b‖ ^ 2 * ∑ i, ‖green H E₀ i N‖ ^ 2 := by
    rw [Finset.mul_sum]
    exact Finset.sum_congr rfl fun i _ => by rw [hφ i, norm_mul ((t : ℂ) * b), mul_pow]
  have hder : HasDerivAt (matchingRatio H N t)
      ((0 * ((t : ℂ) * green H E₀ N N) - 1 * ((t : ℂ) * (green H E₀ * green H E₀) N N))
        / ((t : ℂ) * green H E₀ N N) ^ 2) E₀ :=
    (hasDerivAt_const E₀ (1 : ℂ)).fun_div ((green_hasDerivAt hE N N).const_mul (t : ℂ))
      (mul_ne_zero htc hg)
  refine hder.congr_deriv ?_
  rw [hGG, hS, hφ N, norm_mul ((t : ℂ) * b), mul_pow, mul_pow, pow_two (green H E₀ N N), hs N]
  generalize ∑ i, ‖green H E₀ i N‖ ^ 2 = S
  generalize ‖(t : ℂ) * b‖ = k at hk ⊢
  generalize ‖green H E₀ N N‖ = g at hng ⊢
  have hkc : (k : ℂ) ≠ 0 := Complex.ofReal_ne_zero.mpr hk
  have hgc : (g : ℂ) ≠ 0 := Complex.ofReal_ne_zero.mpr hng
  push_cast
  rw [div_eq_div_iff (by positivity) (by positivity)]
  ring
```

## Equal norms and equal slopes

Take an all-electron sphere and a pseudo-sphere with the same hopping and the same nonzero boundary amplitude. The denominators $t|\varphi_N|^2$ then coincide, so the slopes are equal exactly when the interior norms are. `D` and `D'` denote the two derivatives, which exist by the preceding theorem, and uniqueness of the derivative identifies them with the formula.

The outer amplitudes `b` and `c` may differ, so this equivalence concerns slopes alone. Pseudopotential generation also matches the ratios themselves, which here means taking $b=c$.

```lean
/-- Two Hermitian spheres have interior solutions at `E₀`, an eigenvalue of neither, with the same
nonzero boundary amplitude and the same hopping. Their matching ratios have equal energy derivatives
at `E₀` exactly when the interior norms agree. -/
theorem norm_conservation_iff {H : Matrix n n ℂ} {K : Matrix m m ℂ} {N : n} {M : m} {t E₀ : ℝ}
    {φ : n → ℂ} {χ : m → ℂ} {b c D D' : ℂ} (hH : H.IsHermitian) (hK : K.IsHermitian)
    (hE : (H - (E₀ : ℂ) • 1).det ≠ 0) (hE' : (K - (E₀ : ℂ) • 1).det ≠ 0)
    (h : IsInteriorSolution H N t E₀ φ b) (h' : IsInteriorSolution K M t E₀ χ c)
    (hN : φ N ≠ 0) (hmatch : χ M = φ N)
    (hD : HasDerivAt (matchingRatio H N t) D E₀) (hD' : HasDerivAt (matchingRatio K M t) D' E₀) :
    D = D' ↔ ∑ i, ‖φ i‖ ^ 2 = ∑ i, ‖χ i‖ ^ 2 := by
  have hM : χ M ≠ 0 := by rw [hmatch]; exact hN
  have hne : t * ‖φ N‖ ^ 2 ≠ 0 :=
    mul_ne_zero (amplitude_ratio hE h hN).1 (pow_ne_zero 2 (norm_ne_zero_iff.mpr hN))
  rw [hD.unique (matchingRatio_hasDerivAt hH hE h hN),
    hD'.unique (matchingRatio_hasDerivAt hK hE' h' hM), hmatch, Complex.ofReal_inj,
    div_left_inj' hne, neg_inj]
```

## Replacing the potential by its Kleinman-Bylander form

Since $V$ is Hermitian, $\langle V\varphi|\varphi\rangle=\langle\varphi|V|\varphi\rangle$, and therefore

$$V_{\mathrm{KB}}\varphi=V\varphi\,\frac{\langle V\varphi|\varphi\rangle}{\langle\varphi|V|\varphi\rangle}=V\varphi .$$

The denominator is real, which makes $V_{\mathrm{KB}}$ Hermitian. The condition $\langle\varphi|V|\varphi\rangle\neq0$ says that the reference state has a nonzero expectation value of the potential being replaced.

```lean
omit [DecidableEq n] in
/-- For Hermitian `V` with `⟨φ|V|φ⟩ ≠ 0`, the Kleinman-Bylander operator is Hermitian and acts
on the reference state `φ` as `V` does. -/
theorem kbPotential_spec {V : Matrix n n ℂ} {φ : n → ℂ} (hV : V.IsHermitian)
    (hφ : star φ ⬝ᵥ V *ᵥ φ ≠ 0) :
    (kbPotential V φ).IsHermitian ∧ kbPotential V φ *ᵥ φ = V *ᵥ φ := by
  have h : star (V *ᵥ φ) ⬝ᵥ φ = star φ ⬝ᵥ V *ᵥ φ := by
    rw [Matrix.star_mulVec, hV.eq, Matrix.dotProduct_mulVec]
  have hflip : ∀ u : n → ℂ, star (star φ ⬝ᵥ u) = star u ⬝ᵥ φ := by
    intro u
    simp only [dotProduct, star_sum, star_mul', Pi.star_apply, star_star]
    exact Finset.sum_congr rfl fun i _ => mul_comm _ _
  have hreal := (hflip (V *ᵥ φ)).trans h
  have hv : ∀ a w : n → ℂ, vecMulVec a w *ᵥ φ = (w ⬝ᵥ φ) • a := by
    intro a w
    ext i
    simp only [Matrix.mulVec, dotProduct, Matrix.vecMulVec_apply, Pi.smul_apply, smul_eq_mul,
      Finset.sum_mul]
    exact Finset.sum_congr rfl fun j _ => by ring
  constructor
  · refine Matrix.IsHermitian.ext fun i j => ?_
    simp only [kbPotential, Matrix.smul_apply, Matrix.vecMulVec_apply, smul_eq_mul, star_mul',
      star_inv₀, Pi.star_apply, star_star, hreal]
    ring
  · rw [kbPotential, Matrix.smul_mulVec, hv, h, smul_smul, inv_mul_cancel₀ hφ, one_smul]
```

Now split the Hamiltonian as $T+V$. The matrix $T$ can hold the kinetic energy and the local potential, while $V$ holds the part to be made separable. The same $\varphi$, with the same $b$, solves the interior equation before and after the replacement; this is `h'` in the proof. The ratio $b/\varphi_N$ is unchanged, and so is the slope, which depends only on $\varphi$ and $t$.

The theorem assumes that $E_0$ is an eigenvalue of neither Hamiltonian. An eigenvalue here belongs to the isolated sphere, with zero amplitude on the outer site. Agreement is established at $E_0$ to first order only, so ghost states at other energies are not excluded and still have to be looked for.

```lean
/-- Let `φ` solve the interior equation of `T + V` at `E₀`, with `T`, `V` Hermitian, `φ_N ≠ 0`,
`⟨φ|V|φ⟩ ≠ 0`, and `E₀` an eigenvalue neither of `T + V` nor of `T + V_KB`. Replacing `V` by `V_KB`
keeps the matching ratio and its first energy derivative at `E₀`. -/
theorem kleinman_bylander_matching {T V : Matrix n n ℂ} {N : n} {t E₀ : ℝ} {φ : n → ℂ} {b : ℂ}
    (hT : T.IsHermitian) (hV : V.IsHermitian) (hφ : star φ ⬝ᵥ V *ᵥ φ ≠ 0)
    (hE : (T + V - (E₀ : ℂ) • 1).det ≠ 0)
    (hE' : (T + kbPotential V φ - (E₀ : ℂ) • 1).det ≠ 0)
    (h : IsInteriorSolution (T + V) N t E₀ φ b) (hN : φ N ≠ 0) :
    matchingRatio (T + kbPotential V φ) N t E₀ = matchingRatio (T + V) N t E₀ ∧
      ∃ D : ℂ, HasDerivAt (matchingRatio (T + kbPotential V φ) N t) D E₀ ∧
        HasDerivAt (matchingRatio (T + V) N t) D E₀ := by
  obtain ⟨hKB, hact⟩ := kbPotential_spec hV hφ
  -- the same φ solves both interior equations
  have h' : IsInteriorSolution (T + kbPotential V φ) N t E₀ φ b := by
    unfold IsInteriorSolution at h ⊢
    rw [Matrix.add_mulVec, hact, ← Matrix.add_mulVec]
    exact h
  exact ⟨(amplitude_ratio hE' h' hN).2.symm.trans (amplitude_ratio hE h hN).2, _,
    matchingRatio_hasDerivAt (hT.add hKB) hE' h' hN,
    matchingRatio_hasDerivAt (hT.add hV) hE h hN⟩

end

end NonlocalSphere
```

```lean
#print axioms NonlocalSphere.green_column_isInteriorSolution
-- 'NonlocalSphere.green_column_isInteriorSolution' depends on axioms: [propext, Classical.choice, Quot.sound]
#print axioms NonlocalSphere.norm_conservation_iff
-- 'NonlocalSphere.norm_conservation_iff' depends on axioms: [propext, Classical.choice, Quot.sound]
#print axioms NonlocalSphere.kleinman_bylander_matching
-- 'NonlocalSphere.kleinman_bylander_matching' depends on axioms: [propext, Classical.choice, Quot.sound]
```
